# Core orbitals left in the pair space make the diagonal valence pair functional unbounded below

## Pair functions, operator and functional

Let \(E\) be a real inner product space of spatial orbitals and \(F\) a linear map on it, the Fock operator. Pair functions are elements \(T\) of \(E\otimes E\), with \(\langle u\otimes v, w\otimes x\rangle=\langle u,w\rangle\langle v,x\rangle\). No exchange symmetry is imposed on them.

```lean
import Mathlib

open scoped TensorProduct

namespace FrozenCoreProjector

noncomputable section

variable {E : Type*} [NormedAddCommGroup E] [InnerProductSpace ℝ E]
```

For two electrons in one orbital of energy \(\varepsilon\), a diagonal pair, the operator is \(F\otimes1+1\otimes F-2\varepsilon\).

```lean
/-- The pair operator `F⊗1 + 1⊗F - 2ε` for two electrons in an orbital of energy `ε`. -/
def pairOp (F : E →ₗ[ℝ] E) (ε : ℝ) : E ⊗[ℝ] E →ₗ[ℝ] E ⊗[ℝ] E :=
  TensorProduct.map F LinearMap.id + TensorProduct.map LinearMap.id F
    - (2 * ε) • LinearMap.id
```

Its quadratic form is the part of a Hylleraas-type functional that is quadratic in \(T\).

```lean
/-- The quadratic form of the pair operator, `⟨T, (F⊗1 + 1⊗F - 2ε) T⟩`. -/
def pairForm (F : E →ₗ[ℝ] E) (ε : ℝ) (T : E ⊗[ℝ] E) : ℝ :=
  inner ℝ T (pairOp F ε T)
```

The coupling to the reference pair enters as an arbitrary linear functional \(L\).

```lean
/-- The pair functional: the quadratic form plus a linear term `L`. -/
def pairFunctional (F : E →ₗ[ℝ] E) (ε : ℝ) (L : E ⊗[ℝ] E →ₗ[ℝ] ℝ) (T : E ⊗[ℝ] E) : ℝ :=
  pairForm F ε T + L T
```

A strong-orthogonality projector removes chosen orbitals for both electrons. It leaves a subspace \(R\) of orbitals, and \(T\) varies freely over \(R\otimes R\), written `pairSpace R`.

```lean
/-- The pair functions `R⊗R` built from orbitals in the subspace `R`. -/
def pairSpace (R : Submodule ℝ E) : Submodule ℝ (E ⊗[ℝ] E) :=
  LinearMap.range (TensorProduct.map R.subtype R.subtype)
```

The condition on the spectrum concerns only eigenvectors lying in \(R\). For \(R=0\) it holds vacuously.

```lean
/-- Every eigenvalue of `F` that has an eigenvector in `R` is at least `ε`. -/
def EigenvaluesAtLeast (F : E →ₗ[ℝ] E) (R : Submodule ℝ E) (ε : ℝ) : Prop :=
  ∀ μ : ℝ, ∀ u ∈ R, u ≠ 0 → F u = μ • u → ε ≤ μ
```

## The form in eigenorbitals

If \(Fu=au\) and \(Fv=bv\), then
\[
(F\otimes1+1\otimes F-2\varepsilon)(u\otimes v)=Fu\otimes v+u\otimes Fv-2\varepsilon\,u\otimes v=(a+b-2\varepsilon)\,u\otimes v .
\]

```lean
/-- On a product of two eigenorbitals with energies `a` and `b`, the pair operator
multiplies by `a + b - 2ε`. -/
theorem pairOp_tmul {F : E →ₗ[ℝ] E} {u v : E} {a b : ℝ} (ε : ℝ)
    (hu : F u = a • u) (hv : F v = b • v) :
    pairOp F ε (u ⊗ₜ[ℝ] v) = (a + b - 2 * ε) • (u ⊗ₜ[ℝ] v) := by
  simp only [pairOp, LinearMap.sub_apply, LinearMap.add_apply, LinearMap.smul_apply,
    LinearMap.id_apply, TensorProduct.map_tmul, hu, hv, TensorProduct.tmul_smul,
    ← TensorProduct.smul_tmul']
  module
```

Put both electrons in one eigenorbital \(u\) of energy \(\mu\), with amplitude \(t\). Then
\[
\langle t\,u\otimes u,\;t(2\mu-2\varepsilon)\,u\otimes u\rangle=2(\mu-\varepsilon)\,t^2\|u\|^4 ,
\]
which is \(2(\mu-\varepsilon)t^2\) for normalised \(u\).

```lean
/-- For an eigenorbital `u` of energy `μ`, the form on the doubly occupied pair `t u⊗u`
is `2(μ - ε) t² ‖u‖⁴`. -/
theorem pairForm_double {F : E →ₗ[ℝ] E} {u : E} {μ : ℝ} (ε t : ℝ) (hu : F u = μ • u) :
    pairForm F ε (t • (u ⊗ₜ[ℝ] u)) = 2 * (μ - ε) * t ^ 2 * ‖u‖ ^ 4 := by
  -- scalars leave the inner product of pair functions on either side
  have hl : ∀ (x y : E ⊗[ℝ] E) (r : ℝ), inner ℝ (r • x) y = r * inner ℝ x y :=
    fun x y r => real_inner_smul_left x y r
  have hr : ∀ (x y : E ⊗[ℝ] E) (r : ℝ), inner ℝ x (r • y) = r * inner ℝ x y :=
    fun x y r => real_inner_smul_right x y r
  have hop : pairOp F ε (t • (u ⊗ₜ[ℝ] u)) = (t * (μ + μ - 2 * ε)) • (u ⊗ₜ[ℝ] u) := by
    rw [map_smul, pairOp_tmul ε hu hu, smul_smul]
  rw [pairForm, hop, hl, hr, TensorProduct.inner_tmul, real_inner_self_eq_norm_sq]
  ring
```

For orthonormal eigenorbitals \(b_i\) with energies \(e_i\), the products \(b_i\otimes b_j\) are orthonormal too (`hg`). With \(T=\sum_{ij}c_{ij}\,b_i\otimes b_j\), the cross terms vanish and the form is
\[
\sum_{ij}(e_i+e_j-2\varepsilon)\,c_{ij}^2 .
\]
In Lean the pair \((i,j)\) is the single index `p`.

```lean
/-- In products of orthonormal eigenorbitals the pair form is diagonal: a sum of squared
amplitudes weighted by `e i + e j - 2ε`. -/
theorem pairForm_expansion {ι : Type*} [Fintype ι] {F : E →ₗ[ℝ] E} {b : ι → E} {e : ι → ℝ}
    (ε : ℝ) (hb : Orthonormal ℝ b) (he : ∀ i, F (b i) = e i • b i) (c : ι × ι → ℝ) :
    pairForm F ε (∑ p, c p • (b p.1 ⊗ₜ[ℝ] b p.2))
      = ∑ p, (e p.1 + e p.2 - 2 * ε) * c p ^ 2 := by
  classical
  -- products of orthonormal orbitals are orthonormal pair functions
  have hg : Orthonormal ℝ (fun p : ι × ι => b p.1 ⊗ₜ[ℝ] b p.2) := by
    rw [orthonormal_iff_ite] at hb ⊢
    rintro ⟨i, j⟩ ⟨k, l⟩
    rw [TensorProduct.inner_tmul, hb i k, hb j l]
    by_cases h1 : i = k <;> by_cases h2 : j = l <;> simp [h1, h2]
  have hop : pairOp F ε (∑ p, c p • (b p.1 ⊗ₜ[ℝ] b p.2))
      = ∑ p, (c p * (e p.1 + e p.2 - 2 * ε)) • (b p.1 ⊗ₜ[ℝ] b p.2) := by
    rw [map_sum]
    refine Finset.sum_congr rfl fun p _ => ?_
    rw [map_smul, pairOp_tmul ε (he p.1) (he p.2), smul_smul]
  rw [pairForm, hop, hg.inner_sum]
  refine Finset.sum_congr rfl fun p _ => ?_
  rw [conj_trivial]
  ring
```

## One low orbital is enough

Suppose \(R\) contains an eigenorbital \(u\neq0\) with \(\mu<\varepsilon\), and that \(M\) is a lower bound of the functional. Set \(a=2(\varepsilon-\mu)\|u\|^4>0\). On \(t\,u\otimes u\) we have \(M\le -at^2+tL(u\otimes u)\). Averaging this with the inequality for \(-t\) removes \(L\) and leaves \(M\le-at^2\) (`hq`). At \(t=1+|M|/a\ge1\),
\[
-at^2\le-at=-a-|M|<M ,
\]
a contradiction.

```lean
/-- If `R` contains an eigenorbital of energy below `ε`, the pair functional is unbounded
below on `R⊗R`, whatever its linear term. -/
theorem unbounded_of_low_orbital {F : E →ₗ[ℝ] E} {R : Submodule ℝ E} {u : E} {μ ε : ℝ}
    (huR : u ∈ R) (hu0 : u ≠ 0) (hu : F u = μ • u) (hμ : μ < ε)
    (L : E ⊗[ℝ] E →ₗ[ℝ] ℝ) :
    ¬ BddBelow (pairFunctional F ε L '' (pairSpace R : Set (E ⊗[ℝ] E))) := by
  rintro ⟨M, hM⟩
  have hmem : u ⊗ₜ[ℝ] u ∈ pairSpace R :=
    ⟨(⟨u, huR⟩ : R) ⊗ₜ[ℝ] (⟨u, huR⟩ : R), TensorProduct.map_tmul _ _ _ _⟩
  have h : ∀ t : ℝ, M ≤ 2 * (μ - ε) * t ^ 2 * ‖u‖ ^ 4 + t * L (u ⊗ₜ[ℝ] u) := by
    intro t
    have h1 := hM (Set.mem_image_of_mem _ ((pairSpace R).smul_mem t hmem))
    rwa [pairFunctional, pairForm_double ε t hu, map_smul, smul_eq_mul] at h1
  obtain ⟨a, ha⟩ : ∃ a : ℝ, a = 2 * (ε - μ) * ‖u‖ ^ 4 := ⟨_, rfl⟩
  have hapos : 0 < a := by
    have h1 : 0 < ‖u‖ := norm_pos_iff.2 hu0
    have h2 : 0 < ε - μ := sub_pos.2 hμ
    rw [ha]
    positivity
  -- averaging over both signs of the amplitude removes the linear term
  have hq : ∀ t : ℝ, M ≤ -(a * t ^ 2) := by
    intro t
    have h1 := h t
    have h2 := h (-t)
    rw [ha]
    linarith
  have hs : 0 ≤ |M| / a := by positivity
  have has : a * (|M| / a) = |M| := by field_simp
  have h3 := hq (1 + |M| / a)
  have h4 : a * (1 + |M| / a) ≤ a * (1 + |M| / a) ^ 2 :=
    mul_le_mul_of_nonneg_left (by nlinarith) hapos.le
  have h5 := neg_abs_le M
  linarith
```

## The criterion for nonnegativity

Now let \(E\) be finite-dimensional, \(F\) symmetric and \(R\) invariant under \(F\). The theorem says that the form is nonnegative on \(R\otimes R\) exactly when every eigenvalue of \(F\) on \(R\) is at least \(\varepsilon\), and that otherwise the functional is unbounded below for every \(L\).

If an eigenvalue were below \(\varepsilon\), the previous result with \(L=0\) would contradict the lower bound \(0\). Conversely, \(F\) restricts to a symmetric operator on \(R\), so the spectral theorem gives an orthonormal eigenbasis `B` of \(R\). Expanding \(T\) in its products gives the weighted sum above, with all weights \(e_i+e_j-2\varepsilon\ge0\).

Without invariance, the eigenvalue condition no longer implies nonnegativity. Take \(F=\mathrm{diag}(0,2)\) on \(\mathbb R^2\), \(\varepsilon=2\), and \(R\) spanned by \(u=(1,1)/\sqrt2\). There is no eigenvector in \(R\), so the condition holds vacuously, yet \(\langle u,Fu\rangle=1\) and the form on \(u\otimes u\) is \(2-4=-2\).

```lean
/-- In finite dimension, for symmetric `F` and `F`-invariant `R`, the pair form is nonnegative on
`R⊗R` exactly when all eigenvalues of `F` on `R` are at least `ε`; otherwise the pair functional
with any linear term is unbounded below there. -/
theorem pairForm_nonneg_iff_and_unbounded [FiniteDimensional ℝ E] {F : E →ₗ[ℝ] E}
    (hF : F.IsSymmetric) {R : Submodule ℝ E} (hR : ∀ u ∈ R, F u ∈ R) (ε : ℝ) :
    ((∀ T ∈ pairSpace R, 0 ≤ pairForm F ε T) ↔ EigenvaluesAtLeast F R ε) ∧
    (¬ EigenvaluesAtLeast F R ε → ∀ L : E ⊗[ℝ] E →ₗ[ℝ] ℝ,
      ¬ BddBelow (pairFunctional F ε L '' (pairSpace R : Set (E ⊗[ℝ] E)))) := by
  have hunb : ¬ EigenvaluesAtLeast F R ε → ∀ L : E ⊗[ℝ] E →ₗ[ℝ] ℝ,
      ¬ BddBelow (pairFunctional F ε L '' (pairSpace R : Set (E ⊗[ℝ] E))) := by
    intro h L
    unfold EigenvaluesAtLeast at h
    push Not at h
    obtain ⟨μ, u, huR, hu0, hu, hμ⟩ := h
    exact unbounded_of_low_orbital huR hu0 hu hμ L
  refine ⟨⟨fun h => ?_, fun h T hT => ?_⟩, hunb⟩
  · -- a nonnegative form is bounded below, so no low eigenvalue can occur
    by_contra hlow
    refine hunb hlow 0 ⟨0, ?_⟩
    rintro _ ⟨T, hT, rfl⟩
    simpa [pairFunctional] using h T hT
  · -- diagonalise F on R and expand T in products of eigenorbitals
    have hS := hF.restrict_invariant hR
    obtain ⟨m, B, e, he⟩ : ∃ (m : ℕ) (B : OrthonormalBasis (Fin m) ℝ R) (e : Fin m → ℝ),
        ∀ i, F (B i : E) = e i • (B i : E) :=
      ⟨_, hS.eigenvectorBasis rfl, hS.eigenvalues rfl,
        fun i => congrArg Subtype.val (hS.apply_eigenvectorBasis rfl i)⟩
    have hB : Orthonormal ℝ (fun i => (B i : E)) :=
      B.orthonormal.comp_linearIsometry R.subtypeₗᵢ
    obtain ⟨S, rfl⟩ := hT
    obtain ⟨c, hc⟩ : ∃ c : Fin m × Fin m → ℝ, S = ∑ p, c p • (B p.1 ⊗ₜ[ℝ] B p.2) := by
      refine ⟨fun p => (B.toBasis.tensorProduct B.toBasis).repr S p, ?_⟩
      have h1 := (B.toBasis.tensorProduct B.toBasis).sum_repr S
      simp only [Module.Basis.tensorProduct_apply', OrthonormalBasis.coe_toBasis] at h1
      exact h1.symm
    rw [hc, map_sum]
    simp only [map_smul, TensorProduct.map_tmul, Submodule.subtype_apply]
    rw [pairForm_expansion ε hB he c]
    have hlow : ∀ i, ε ≤ e i := fun i => h (e i) (B i) (B i).2 (hB.ne_zero i) (he i)
    refine Finset.sum_nonneg fun p _ => mul_nonneg ?_ (sq_nonneg _)
    linarith [hlow p.1, hlow p.2]
```

## A gap restores a lower bound

Let all eigenvalues on \(R\) be at least \(\varepsilon'>\varepsilon\), and write \(d=\varepsilon'-\varepsilon\). The form at \(\varepsilon\) is the form at \(\varepsilon'\), which is nonnegative, plus \(2d\|T\|^2\). In finite dimension \(|L(T)|\le C\|T\|\) for some \(C\), so the functional is at least
\[
2d\|T\|^2-C\|T\|=2d\Big(\|T\|-\frac{C}{4d}\Big)^2-\frac{C^2}{8d}\ \ge\ -\frac{C^2}{8d}.
\]
These are `h2`, `hC` and `h3` in the code.

```lean
/-- In finite dimension, for symmetric `F` and `F`-invariant `R`, if all eigenvalues of `F` on `R`
are at least some `ε'` above `ε`, the pair functional with any linear term is bounded below on
`R⊗R`. -/
theorem bounded_of_gap [FiniteDimensional ℝ E] {F : E →ₗ[ℝ] E}
    (hF : F.IsSymmetric) {R : Submodule ℝ E} (hR : ∀ u ∈ R, F u ∈ R) {ε ε' : ℝ}
    (hε : ε < ε') (h : EigenvaluesAtLeast F R ε') (L : E ⊗[ℝ] E →ₗ[ℝ] ℝ) :
    BddBelow (pairFunctional F ε L '' (pairSpace R : Set (E ⊗[ℝ] E))) := by
  obtain ⟨C, hC⟩ : ∃ C : ℝ, ∀ T, |L T| ≤ C * ‖T‖ :=
    ⟨‖LinearMap.toContinuousLinearMap L‖,
      fun T => (LinearMap.toContinuousLinearMap L).le_opNorm T⟩
  have hd : 0 < ε' - ε := sub_pos.2 hε
  refine ⟨-(C ^ 2 / (8 * (ε' - ε))), ?_⟩
  rintro _ ⟨T, hT, rfl⟩
  have h1 := (pairForm_nonneg_iff_and_unbounded hF hR ε').1.2 h T hT
  -- the gap contributes a positive multiple of the squared norm
  have h2 : pairForm F ε T = pairForm F ε' T + 2 * (ε' - ε) * ‖T‖ ^ 2 := by
    simp only [pairForm, pairOp, LinearMap.sub_apply, LinearMap.add_apply,
      LinearMap.smul_apply, LinearMap.id_apply, inner_sub_right, real_inner_smul_right,
      real_inner_self_eq_norm_sq]
    ring
  have h3 : 2 * (ε' - ε) * ‖T‖ ^ 2 - C * ‖T‖ + C ^ 2 / (8 * (ε' - ε))
      = 2 * (ε' - ε) * (‖T‖ - C / (4 * (ε' - ε))) ^ 2 := by
    have hne := hd.ne'
    field_simp
    ring
  have h4 : 0 ≤ 2 * (ε' - ε) * (‖T‖ - C / (4 * (ε' - ε))) ^ 2 := by positivity
  have h5 := (abs_le.1 (hC T)).1
  rw [pairFunctional, h2]
  linarith
```

## Frozen core and the valence-only projector

Let the projector remove only valence eigenorbitals \(v_i\) with energies \(e_i\), so that \(R\) is the orthogonal complement of their span. Let \(c\neq0\) be a core eigenorbital whose energy \(e_c\) lies below every \(e_i\). Symmetry of \(F\) gives
\[
e_i\langle v_i,c\rangle=\langle Fv_i,c\rangle=\langle v_i,Fc\rangle=e_c\langle v_i,c\rangle ,
\]
hence \(\langle v_i,c\rangle=0\). By linearity, carried out as an induction over the span, \(c\) is orthogonal to all removed orbitals and stays in \(R\). The low-orbital result then applies with \(\varepsilon=e_k\) for each valence orbital \(k\). Finite dimension is not needed here.

For explicitly correlated pair theories with a frozen core, this means that a strong-orthogonality projector that removes a span of eigenorbitals of \(F\) must also remove such core orbitals if a diagonal valence pair functional with freely varied pair functions is to have a minimum. Fixed or restricted amplitudes are a separate problem. For a pair of two different valence orbitals \(i\) and \(j\), the operator has \(e_i+e_j\) in place of \(2\varepsilon\), so the low-orbital result with \(\varepsilon=(e_i+e_j)/2\) applies as well. If the pair functions are required to be antisymmetric, \(c\otimes c\) is excluded and this argument fails, but the functional can still be unbounded below. If \(R\) contains another eigenorbital \(r\), linearly independent of \(c\), with energy \(e_r\) and \(e_c+e_r<e_i+e_j\), then multiples of \(c\otimes r-r\otimes c\) show this in the same way.

```lean
/-- Let the projector remove only valence eigenorbitals `v i` of a symmetric `F`. If a core
eigenorbital `c` lies below all of them in energy, the functional of every diagonal valence
pair is unbounded below on the remaining pair space, for any linear term. -/
theorem frozen_core_unbounded {ι : Type*} {F : E →ₗ[ℝ] E} (hF : F.IsSymmetric)
    {v : ι → E} {e : ι → ℝ} (hv : ∀ i, F (v i) = e i • v i)
    {c : E} {ec : ℝ} (hc0 : c ≠ 0) (hc : F c = ec • c) (hlt : ∀ i, ec < e i)
    (k : ι) (L : E ⊗[ℝ] E →ₗ[ℝ] ℝ) :
    ¬ BddBelow (pairFunctional F (e k) L ''
      (pairSpace (Submodule.span ℝ (Set.range v))ᗮ : Set (E ⊗[ℝ] E))) := by
  -- different orbital energies force core and valence orbitals to be orthogonal
  have horth : ∀ i, inner ℝ (v i) c = 0 := by
    intro i
    have h := hF (v i) c
    rw [hv i, hc, real_inner_smul_left, real_inner_smul_right] at h
    exact mul_left_cancel₀ (sub_ne_zero.2 (hlt i).ne') (by linear_combination h)
  refine unbounded_of_low_orbital ?_ hc0 hc (hlt k) L
  rw [Submodule.mem_orthogonal]
  intro w hw
  induction hw using Submodule.span_induction with
  | mem x hx =>
    obtain ⟨i, rfl⟩ := hx
    exact horth i
  | zero => exact inner_zero_left c
  | add x y _ _ hx hy => rw [inner_add_left, hx, hy, add_zero]
  | smul a x _ hx => rw [real_inner_smul_left, hx, mul_zero]

end

end FrozenCoreProjector
```

```lean
#print axioms FrozenCoreProjector.bounded_of_gap
#print axioms FrozenCoreProjector.frozen_core_unbounded
```

```
'FrozenCoreProjector.bounded_of_gap' depends on axioms: [propext, Classical.choice, Quot.sound]
'FrozenCoreProjector.frozen_core_unbounded' depends on axioms: [propext, Classical.choice, Quot.sound]
```
